# The long-range Coulomb kernel as a Boys function, bounded by $1/r$ and $2w/\sqrt\pi$

Set the range parameter to $w = 1$ and consider the long-range part of the Coulomb kernel $1/r$,
$$v_1(r) = \frac{2}{\sqrt\pi}\int_0^1 e^{-r^2t^2}\,dt .$$
For $r > 0$ the integrand is below 1 inside an interval of length 1, so $v_1(r) < 2/\sqrt\pi$ however small $r$ is. The same integrand over the whole half-line, with the same prefactor $2/\sqrt\pi$, gives $1/r$, and the part beyond $t = 1$ is positive, so $v_1(r) < 1/r$. The integral is the Boys function $F_0(r^2)$ by definition. A general $w$ adds one rescaling of $t$.

## The identity and the bounds

Define
$$F_n(T) = \int_0^1 u^{2n}e^{-Tu^2}\,du,\qquad v_w(r) = \frac{2}{\sqrt\pi}\int_0^w e^{-r^2t^2}\,dt,\qquad s_w(r) = \frac{2}{\sqrt\pi}\int_w^\infty e^{-r^2t^2}\,dt .$$
For $w > 0$ and every $r > 0$,
$$v_w(r) = \frac{2w}{\sqrt\pi}\,F_0(w^2r^2),\qquad 0 < v_w(r) < \frac1r,\qquad v_w(r) < \frac{2w}{\sqrt\pi},$$
and $v_w(r) \to 2w/\sqrt\pi$ as $r \to 0^+$. At fixed $r > 0$, $v_w(r) \to 1/r$ as $w \to \infty$. The two upper bounds cross at $r = \sqrt\pi/(2w)$; the constant is the tighter one at shorter distance and $1/r$ at longer distance.

## Where a code relies on it

Ewald summation and range-separated exchange split the Coulomb interaction into a smooth long-range part and a singular short-range part, and $v_w + s_w = 1/r$ is that split in its plain one-parameter form, for a single pair distance and without lattice sums or mixing coefficients. The Lean file proves this sum, and the bounds and the limit at the origin that are used below; the error-function form and the applications are context.

The substitution $x = rt$ turns $v_w(r)$ into $\operatorname{erf}(wr)/r$, the form in which the kernel is usually coded. That expression is $0/0$ at $r = 0$. The Boys form contains no division by $r$, so a routine for $F_0$ that is accurate down to argument zero also gives the kernel at $r = 0$; any case distinction at small argument is then made inside that routine.

The limit $2w/\sqrt\pi$ is the value that a grid or a tabulation needs at coincident points. It is also the constant behind the self-interaction correction of Ewald sums, where the long-range potential of a charge at its own position is subtracted.

The bound $v_w(r) < \min(1/r,\,2w/\sqrt\pi)$ serves as a test of a kernel routine. It is also pointwise domination of one positive kernel by another, which bounds a long-range interaction between non-negative densities by the full Coulomb one.

The moments of higher order in $t$ appear when the kernel is differentiated with respect to $r^2$, and the $F_n(T)$ are the even moments of the weight $e^{-Tu^2}$ on $[0,1]$, on which Rys quadrature is built. The file proves the rescaling of these moments and elementary bounds on them, and nothing about quadrature nodes or weights.

## Derivation

Substitute $t = wu$, $dt = w\,du$, in the truncated moment of order $n$:
$$\int_0^w t^{2n}e^{-r^2t^2}\,dt = w\int_0^1 (wu)^{2n}e^{-w^2r^2u^2}\,du = w^{2n+1}F_n(w^2r^2).$$
The case $n = 0$, multiplied by $2/\sqrt\pi$, is the Boys form of $v_w$.

The integrand $u^{2n}e^{-Tu^2}$ is continuous and positive on $(0,1)$, so $F_n(T) > 0$ for every real $T$. For $T > 0$ and $0 < u < 1$ the exponent is negative, hence $u^{2n} - u^{2n}e^{-Tu^2} > 0$, and integration gives
$$F_n(T) < \int_0^1 u^{2n}\,du = \frac{1}{2n+1}.$$
The inequality $e^{y} \ge 1 + y$ holds for all real $y$. With $y = -Tu^2$ and the factor $u^{2n} \ge 0$,
$$F_n(T) \ge \int_0^1 \left(u^{2n} - Tu^{2n+2}\right)du = \frac{1}{2n+1} - \frac{T}{2n+3}.$$
For $w, r > 0$ the argument $T = w^2r^2$ is positive, so $0 < F_0 < 1$, and multiplication by $2w/\sqrt\pi > 0$ gives $0 < v_w(r) < 2w/\sqrt\pi$.

The half-line Gaussian integral is $\int_0^\infty e^{-bt^2}\,dt = \tfrac12\sqrt{\pi/b}$ for $b > 0$. With $b = r^2$ and $\sqrt{r^2} = r$,
$$\frac{2}{\sqrt\pi}\int_0^\infty e^{-r^2t^2}\,dt = \frac{2}{\sqrt\pi}\cdot\frac{\sqrt\pi}{2r} = \frac1r .$$
Cutting the half-line at $t = w \ge 0$ gives $v_w(r) + s_w(r) = 1/r$. The tail $s_w(r)$ integrates a positive function over a set of positive length, so $s_w(r) > 0$ and $v_w(r) < 1/r$.

For the limit at the origin, the bounds with $n = 0$ read
$$1 - \frac{w^2r^2}{3} \le F_0(w^2r^2) < 1 .$$
Both sides tend to 1 as $r \to 0^+$, so $v_w(r) \to 2w/\sqrt\pi$. For the limit $w \to \infty$, the Gaussian is integrable on $(0,\infty)$, so its integral over $(0,w]$ tends to the integral over the half-line, which was evaluated above.

## The Lean file

```lean
import Mathlib

open Real MeasureTheory Set Filter Topology

namespace LongRangeCoulombKernel

noncomputable section

/-- The Boys function `F_n(T) = ∫₀¹ u^(2n) exp(-T u²) du`. -/
def boys (n : ℕ) (T : ℝ) : ℝ :=
  ∫ u in (0 : ℝ)..1, u ^ (2 * n) * Real.exp (-T * u ^ 2)

/-- The long-range kernel `v_w(r) = (2/√π) ∫₀^w exp(-r² t²) dt` with range parameter `w`. -/
def longRange (w r : ℝ) : ℝ :=
  2 / √π * ∫ t in (0 : ℝ)..w, Real.exp (-(r ^ 2) * t ^ 2)

/-- The short-range kernel `s_w(r) = (2/√π) ∫_w^∞ exp(-r² t²) dt`. -/
def shortRange (w r : ℝ) : ℝ :=
  2 / √π * ∫ t in Ioi w, Real.exp (-(r ^ 2) * t ^ 2)

/-- The truncated Gaussian moment `∫₀^w t^(2n) exp(-r² t²) dt` equals
`w^(2n+1) F_n(w² r²)`. -/
theorem gaussian_moment_eq_boys (n : ℕ) (w r : ℝ) :
    ∫ t in (0 : ℝ)..w, t ^ (2 * n) * Real.exp (-(r ^ 2) * t ^ 2)
      = w ^ (2 * n + 1) * boys n (w ^ 2 * r ^ 2) := by
  -- substitution t = w u
  have h := intervalIntegral.smul_integral_comp_mul_left
    (f := fun t : ℝ => t ^ (2 * n) * Real.exp (-(r ^ 2) * t ^ 2)) (c := w) (a := 0) (b := 1)
  simp only [mul_zero, mul_one, smul_eq_mul] at h
  have e : ∀ x : ℝ, (w * x) ^ (2 * n) * Real.exp (-(r ^ 2) * (w * x) ^ 2)
      = w ^ (2 * n) * (x ^ (2 * n) * Real.exp (-(w ^ 2 * r ^ 2) * x ^ 2)) := by
    intro x
    rw [show -(r ^ 2) * (w * x) ^ 2 = -(w ^ 2 * r ^ 2) * x ^ 2 by ring, mul_pow]
    ring
  simp only [e, intervalIntegral.integral_const_mul] at h
  unfold boys
  rw [← h]
  ring

/-- The long-range kernel in terms of the zeroth Boys function:
`v_w(r) = (2w/√π) F_0(w² r²)`. -/
theorem longRange_eq_boys (w r : ℝ) :
    longRange w r = 2 * w / √π * boys 0 (w ^ 2 * r ^ 2) := by
  have h := gaussian_moment_eq_boys 0 w r
  simp only [mul_zero, pow_zero, one_mul, zero_add, pow_one] at h
  unfold longRange
  rw [h]
  ring

/-- The Boys function of every order is strictly positive. -/
theorem boys_pos (n : ℕ) (T : ℝ) : 0 < boys n T := by
  unfold boys
  refine intervalIntegral.intervalIntegral_pos_of_pos_on ?_ ?_ zero_lt_one
  · exact Continuous.intervalIntegrable (by fun_prop) _ _
  · intro x hx
    exact mul_pos (pow_pos hx.1 _) (Real.exp_pos _)

/-- For positive argument, `F_n(T) < 1/(2n+1)`. -/
theorem boys_lt (n : ℕ) {T : ℝ} (hT : 0 < T) : boys n T < 1 / (2 * (n : ℝ) + 1) := by
  have hp : ∫ u in (0 : ℝ)..1, u ^ (2 * n) = 1 / (2 * (n : ℝ) + 1) := by
    rw [integral_pow]
    simp
  have hi1 : IntervalIntegrable (fun u : ℝ => u ^ (2 * n)) volume 0 1 :=
    Continuous.intervalIntegrable (by fun_prop) _ _
  have hi2 : IntervalIntegrable
      (fun u : ℝ => u ^ (2 * n) * Real.exp (-T * u ^ 2)) volume 0 1 :=
    Continuous.intervalIntegrable (by fun_prop) _ _
  -- the Gaussian factor is below 1 in the interior of the interval
  have hpos : 0 < ∫ u in (0 : ℝ)..1, (u ^ (2 * n) - u ^ (2 * n) * Real.exp (-T * u ^ 2)) := by
    refine intervalIntegral.intervalIntegral_pos_of_pos_on (hi1.sub hi2) ?_ zero_lt_one
    intro x hx
    have h1 := Real.exp_lt_exp.mpr
      (show -T * x ^ 2 < 0 by nlinarith [mul_pos hT (pow_pos hx.1 2)])
    rw [Real.exp_zero] at h1
    have h2 := mul_pos (pow_pos hx.1 (2 * n)) (sub_pos.mpr h1)
    rw [mul_sub, mul_one] at h2
    exact h2
  rw [intervalIntegral.integral_sub hi1 hi2, hp] at hpos
  unfold boys
  linarith

/-- First-order lower bound `1/(2n+1) - T/(2n+3) ≤ F_n(T)`. -/
theorem boys_ge (n : ℕ) (T : ℝ) :
    1 / (2 * (n : ℝ) + 1) - T / (2 * (n : ℝ) + 3) ≤ boys n T := by
  have hp : ∀ m : ℕ, ∫ u in (0 : ℝ)..1, u ^ m = 1 / ((m : ℝ) + 1) := by
    intro m
    rw [integral_pow]
    simp
  have hi1 : IntervalIntegrable (fun u : ℝ => u ^ (2 * n)) volume 0 1 :=
    Continuous.intervalIntegrable (by fun_prop) _ _
  have hi2 : IntervalIntegrable (fun u : ℝ => T * u ^ (2 * n + 2)) volume 0 1 :=
    Continuous.intervalIntegrable (by fun_prop) _ _
  have hi3 : IntervalIntegrable
      (fun u : ℝ => u ^ (2 * n) * Real.exp (-T * u ^ 2)) volume 0 1 :=
    Continuous.intervalIntegrable (by fun_prop) _ _
  have hI : ∫ u in (0 : ℝ)..1, (u ^ (2 * n) - T * u ^ (2 * n + 2))
      = 1 / (2 * (n : ℝ) + 1) - T / (2 * (n : ℝ) + 3) := by
    rw [intervalIntegral.integral_sub hi1 hi2, hp (2 * n),
      intervalIntegral.integral_const_mul, hp (2 * n + 2)]
    push_cast
    ring
  rw [← hI]
  unfold boys
  refine intervalIntegral.integral_mono_on zero_le_one (hi1.sub hi2) hi3 ?_
  intro x hx
  -- pointwise: 1 - T x² ≤ exp(-T x²)
  have h := mul_le_mul_of_nonneg_left (Real.add_one_le_exp (-T * x ^ 2))
    (pow_nonneg hx.1 (2 * n))
  calc x ^ (2 * n) - T * x ^ (2 * n + 2) = x ^ (2 * n) * (-T * x ^ 2 + 1) := by ring
    _ ≤ x ^ (2 * n) * Real.exp (-T * x ^ 2) := h

/-- Gaussian representation of the Coulomb kernel:
`(2/√π) ∫₀^∞ exp(-r² t²) dt = 1/r` for `r > 0`. -/
theorem coulomb_eq_gaussian_integral {r : ℝ} (hr : 0 < r) :
    2 / √π * ∫ t in Ioi (0 : ℝ), Real.exp (-(r ^ 2) * t ^ 2) = 1 / r := by
  have hs : √π ≠ 0 := (Real.sqrt_pos.mpr Real.pi_pos).ne'
  have hr' : r ≠ 0 := hr.ne'
  rw [integral_gaussian_Ioi (r ^ 2), Real.sqrt_div Real.pi_pos.le, Real.sqrt_sq hr.le]
  field_simp

/-- Range separation: for `w ≥ 0` and `r > 0` the long-range and short-range kernels add up to `1/r`. -/
theorem longRange_add_shortRange {w r : ℝ} (hw : 0 ≤ w) (hr : 0 < r) :
    longRange w r + shortRange w r = 1 / r := by
  have hint : Integrable (fun t : ℝ => Real.exp (-(r ^ 2) * t ^ 2)) :=
    integrable_exp_neg_mul_sq (pow_pos hr 2)
  have hdisj : Disjoint (Ioc (0 : ℝ) w) (Ioi w) :=
    Set.disjoint_left.mpr (fun x hx hx' => absurd hx.2 (not_le.mpr hx'))
  -- cut the half line at t = w
  have h := setIntegral_union hdisj measurableSet_Ioi hint.integrableOn hint.integrableOn
  rw [Ioc_union_Ioi_eq_Ioi hw] at h
  rw [← coulomb_eq_gaussian_integral hr]
  unfold longRange shortRange
  rw [← mul_add, intervalIntegral.integral_of_le hw, h]

/-- The short-range kernel is strictly positive for `r > 0`. -/
theorem shortRange_pos (w : ℝ) {r : ℝ} (hr : 0 < r) : 0 < shortRange w r := by
  have hint : Integrable (fun t : ℝ => Real.exp (-(r ^ 2) * t ^ 2)) :=
    integrable_exp_neg_mul_sq (pow_pos hr 2)
  have hnn : (0 : ℝ → ℝ) ≤ᵐ[volume.restrict (Ioi w)]
      fun t : ℝ => Real.exp (-(r ^ 2) * t ^ 2) :=
    Eventually.of_forall fun t => (Real.exp_pos _).le
  have hsupp : Function.support (fun t : ℝ => Real.exp (-(r ^ 2) * t ^ 2)) = univ :=
    Set.eq_univ_of_forall fun t => (Real.exp_pos _).ne'
  unfold shortRange
  refine mul_pos (div_pos two_pos (Real.sqrt_pos.mpr Real.pi_pos)) ?_
  refine (setIntegral_pos_iff_support_of_nonneg_ae hnn hint.integrableOn).mpr ?_
  rw [hsupp, univ_inter]
  simp

/-- For `w > 0`, as `r → 0⁺` the long-range kernel tends to the finite value `2w/√π`. -/
theorem longRange_tendsto_origin {w : ℝ} (hw : 0 < w) :
    Tendsto (fun r => longRange w r) (𝓝[>] 0) (𝓝 (2 * w / √π)) := by
  have hlow : Tendsto (fun r : ℝ => 1 - w ^ 2 * r ^ 2 / 3) (𝓝[>] 0) (𝓝 1) := by
    have hc : Continuous (fun r : ℝ => 1 - w ^ 2 * r ^ 2 / 3) := by fun_prop
    exact (hc.tendsto' 0 1 (by simp)).mono_left nhdsWithin_le_nhds
  -- squeeze F_0(w² r²) between 1 - w² r²/3 and 1
  have hF : Tendsto (fun r : ℝ => boys 0 (w ^ 2 * r ^ 2)) (𝓝[>] 0) (𝓝 1) := by
    refine tendsto_of_tendsto_of_tendsto_of_le_of_le' hlow tendsto_const_nhds ?_ ?_
    · refine Eventually.of_forall fun r => ?_
      have h := boys_ge 0 (w ^ 2 * r ^ 2)
      simp only [Nat.cast_zero, mul_zero, zero_add, div_one] at h
      exact h
    · filter_upwards [self_mem_nhdsWithin] with r hr
      have hr' : 0 < r := hr
      have h := boys_lt 0 (mul_pos (pow_pos hw 2) (pow_pos hr' 2))
      simp only [Nat.cast_zero, mul_zero, zero_add, div_one] at h
      exact h.le
  have h := hF.const_mul (2 * w / √π)
  rw [mul_one] at h
  exact h.congr fun r => (longRange_eq_boys w r).symm

/-- At fixed `r > 0` the long-range kernel tends to `1/r` as `w → ∞`. -/
theorem longRange_tendsto_coulomb {r : ℝ} (hr : 0 < r) :
    Tendsto (fun w => longRange w r) atTop (𝓝 (1 / r)) := by
  have hint : IntegrableOn (fun t : ℝ => Real.exp (-(r ^ 2) * t ^ 2)) (Ioi 0) :=
    (integrable_exp_neg_mul_sq (pow_pos hr 2)).integrableOn
  have h := (intervalIntegral_tendsto_integral_Ioi 0 hint tendsto_id).const_mul (2 / √π)
  rw [← coulomb_eq_gaussian_integral hr]
  exact h

/-- For `w > 0` and every `r > 0` the long-range kernel equals `(2w/√π) F_0(w² r²)`, is
positive, and lies strictly below both `1/r` and `2w/√π`; as `r → 0⁺` it tends to `2w/√π`. -/
theorem longRange_kernel_regular {w : ℝ} (hw : 0 < w) :
    (∀ r : ℝ, 0 < r →
      longRange w r = 2 * w / √π * boys 0 (w ^ 2 * r ^ 2) ∧
      0 < longRange w r ∧
      longRange w r < 1 / r ∧
      longRange w r < 2 * w / √π) ∧
    Tendsto (fun r => longRange w r) (𝓝[>] 0) (𝓝 (2 * w / √π)) := by
  refine ⟨fun r hr => ?_, longRange_tendsto_origin hw⟩
  have hc : 0 < 2 * w / √π := div_pos (mul_pos two_pos hw) (Real.sqrt_pos.mpr Real.pi_pos)
  refine ⟨longRange_eq_boys w r, ?_, ?_, ?_⟩
  · rw [longRange_eq_boys]
    exact mul_pos hc (boys_pos _ _)
  · -- the missing part of 1/r is the positive short-range kernel
    have h1 := longRange_add_shortRange hw.le hr
    have h2 := shortRange_pos w hr
    linarith
  · -- F_0 of a positive argument is below 1
    have h := boys_lt 0 (mul_pos (pow_pos hw 2) (pow_pos hr 2))
    simp only [Nat.cast_zero, mul_zero, zero_add, div_one] at h
    rw [longRange_eq_boys]
    calc 2 * w / √π * boys 0 (w ^ 2 * r ^ 2) < 2 * w / √π * 1 :=
          mul_lt_mul_of_pos_left h hc
      _ = 2 * w / √π := mul_one _

end

end LongRangeCoulombKernel
```

```lean
#print axioms LongRangeCoulombKernel.longRange_eq_boys
-- 'LongRangeCoulombKernel.longRange_eq_boys' depends on axioms: [propext, Classical.choice, Quot.sound]
#print axioms LongRangeCoulombKernel.longRange_tendsto_coulomb
-- 'LongRangeCoulombKernel.longRange_tendsto_coulomb' depends on axioms: [propext, Classical.choice, Quot.sound]
#print axioms LongRangeCoulombKernel.longRange_kernel_regular
-- 'LongRangeCoulombKernel.longRange_kernel_regular' depends on axioms: [propext, Classical.choice, Quot.sound]
```

## What the statement says

`boys n T`, `longRange w r` and `shortRange w r` are $F_n(T)$, $v_w(r)$ and $s_w(r)$. The first two are oriented interval integrals; the third is a Lebesgue integral over `Ioi w`, the open half-line $(w,\infty)$. The distance `r` and the range parameter `w` are plain real numbers, with $w$ an inverse length in the unit of $r$. Charges and the Coulomb constant are set to 1. The convention is that $w$ multiplies $r$ linearly, so the exponent at the cut is $w^2r^2$; a code that parametrises by a Gaussian exponent $\alpha = w^2$ has to convert.

`longRange_kernel_regular` assumes only `0 < w`. It concludes a conjunction: for each `r` with `0 < r` the identity, positivity and the two strict upper bounds, and then convergence along `𝓝[>] 0`, which means $r \to 0$ through positive values. The absence of a singularity at the origin is expressed by this finite limit together with the bound $2w/\sqrt\pi$, which does not depend on $r$. The limit $w \to \infty$ is the separate theorem `longRange_tendsto_coulomb`, at one fixed $r > 0$.

Several lemmas need less than the main theorem assumes. `gaussian_moment_eq_boys` and `longRange_eq_boys` hold for all real `w` and `r`, `boys_pos` and `boys_ge` for all real `T`, and `longRange_add_shortRange` allows `0 ≤ w`.

Both sign conditions are needed for the inequalities. At $w = 0$ the kernel vanishes, so positivity and $v_w < 2w/\sqrt\pi$ fail; for $w < 0$ the oriented integral is negative. For $w > 0$ and $r < 0$ the kernel, being even in $r$, is positive while $1/r$ is negative. At $r = 0$ the integrand is 1 and $v_w(0) = 2w/\sqrt\pi$, so the strict bound becomes an equality. There the tail integral diverges, and Lean assigns 0 both to it and to `1 / r`; the hypothesis `0 < r` keeps these values out of every statement that contains either.

## How the proof follows the derivation

`gaussian_moment_eq_boys` applies `intervalIntegral.smul_integral_comp_mul_left` with `c := w`, which is the substitution $t = wu$. The step `e` separates $w^{2n}$ from the integrand so that it can leave the integral. `longRange_eq_boys` takes $n = 0$.

`boys_pos` and `boys_lt` both use `intervalIntegral.intervalIntegral_pos_of_pos_on`, which needs positivity only in the open interval; this matters because the integrands may vanish at $u = 0$. In `boys_lt` it is applied to the difference of the two integrands, and `hp` supplies $1/(2n+1)$. In `boys_ge`, `hI` evaluates the polynomial integral, `Real.add_one_le_exp` is the pointwise inequality, and `intervalIntegral.integral_mono_on` integrates it.

`coulomb_eq_gaussian_integral` takes the Gaussian integral from Mathlib as `integral_gaussian_Ioi`, and `Real.sqrt_sq hr.le` is the place where $\sqrt{r^2} = r$ uses the sign of $r$. `longRange_add_shortRange` writes $(0,\infty)$ as the disjoint union of $(0,w]$ and $(w,\infty)$ and adds the integrals by `setIntegral_union`. `shortRange_pos` reduces positivity of the tail to the support of the integrand meeting $(w,\infty)$ in positive measure; by `hsupp` the support is the whole line.

`longRange_tendsto_origin` is the squeeze: `hlow` is the limit of $1 - w^2r^2/3$, `hF` traps $F_0$ between it and 1, and the Boys form carries the limit to $v_w$. `longRange_tendsto_coulomb` uses `intervalIntegral_tendsto_integral_Ioi` for the improper integral. The main theorem collects the Boys form, the bounds and the limit at the origin, obtaining $v_w < 1/r$ from the sum rule and the positive tail.

## What is and is not guaranteed

All statements concern exact real numbers. In floating point the strict inequalities degrade to equalities once $s_w(r)$, or the gap $2w/\sqrt\pi - v_w(r)$, falls below rounding, so a test built on them should allow equality and a tolerance.

The two limits are stated without rates. At the origin a rate follows by hand from `boys_ge` and `longRange_eq_boys`, namely $2w/\sqrt\pi - v_w(r) \le (2w/\sqrt\pi)\,w^2r^2/3$, but no theorem states it in terms of $v_w$. For $w \to \infty$ there is neither a rate nor uniformity in $r$, and the file gives no decay estimate for $s_w$, so it does not justify a real-space cutoff.

The kernel is treated as a function of one scalar distance. Differentiability at the origin, forces, monotonicity in $r$ or $w$, the Fourier transform, integrals over Gaussian basis functions and recurrences between the $F_n$ are absent from the file.
